# The solution of z′ = k(1 − z²) that starts at tanh c is tanh(kt + c) for t ≥ 0

The theorem says that if a real function z satisfies z′ = k(1 − z²) at every time t ≥ 0 and z(0) = tanh c, then z(t) = tanh(kt + c) for all t ≥ 0, where k and c are any real constants. In physics an equation of this form governs, for example, the component of a unit magnetisation vector along a constant field under Landau–Lifshitz damping, though the statement itself contains only the scalar equation. The proof multiplies z cosh(kt + c) − sinh(kt + c) by the exponential of k times the integral of z, and shows that the product has zero derivative. The product vanishes at t = 0 and the exponential is never zero, so the first factor vanishes at all later times, which gives the formula. Since z is only controlled for t ≥ 0, the integral uses `z (max x 0)`, which must first be shown to be continuous on the whole real line.

The failing Lean file:

```lean
import Mathlib

open Matrix Filter Topology

namespace DampedSwitching

noncomputable section

private lemma const_of_deriv_zero {f : ℝ → ℝ} (h : ∀ t, 0 ≤ t → HasDerivAt f 0 t)
    {t : ℝ} (ht : 0 ≤ t) : f t = f 0 :=
  constant_of_has_deriv_right_zero
    (fun x hx => (h x hx.1).continuousAt.continuousWithinAt)
    (fun x hx => (h x hx.1).hasDerivWithinAt) t ⟨ht, le_rfl⟩

/-- A solution of `z' = k (1 - z²)` that starts at `tanh c` is `tanh (k t + c)`. -/
theorem axial_equation_solution {z : ℝ → ℝ} {k c : ℝ}
    (hz : ∀ t, 0 ≤ t → HasDerivAt z (k * (1 - z t ^ 2)) t) (hc : Real.tanh c = z 0)
    {t : ℝ} (ht : 0 ≤ t) : z t = Real.tanh (k * t + c) := by
  have hcont : Continuous (fun u => z (max u 0)) :=
    ContinuousOn.comp_continuous (s := Set.Ici 0)
      (fun x hx => (hz x hx).continuousAt.continuousWithinAt)
      (continuous_id.max continuous_const) (fun u => le_max_right _ _)
  -- z cosh - sinh, times an integrating factor, is constant
  have hd : ∀ u, 0 ≤ u → HasDerivAt (fun u =>
      (z u * Real.cosh (k * u + c) - Real.sinh (k * u + c)) *
        Real.exp (k * ∫ x in (0 : ℝ)..u, z (max x 0))) 0 u := by
    intro u hu
    have hl : HasDerivAt (fun v => k * v + c) k u :=
      (((hasDerivAt_id' u).const_mul k).add_const c).congr_deriv (mul_one k)
    have hI : HasDerivAt (fun v => ∫ x in (0 : ℝ)..v, z (max x 0)) (z u) u := by
      simpa only [max_eq_left hu] using (hcont.integral_hasStrictDerivAt 0 u).hasDerivAt
    refine ((((hz u hu).fun_mul hl.cosh).fun_sub hl.sinh).fun_mul
      (hI.const_mul k).exp).congr_deriv ?_
    try dsimp only
    ring
  have h0 : z 0 * Real.cosh (k * 0 + c) - Real.sinh (k * 0 + c) = 0 := by
    rw [← hc, mul_zero, zero_add, Real.tanh_eq_sinh_div_cosh,
      div_mul_cancel₀ _ (Real.cosh_pos c).ne', sub_self]
  have hfin : (z t * Real.cosh (k * t + c) - Real.sinh (k * t + c)) *
      Real.exp (k * ∫ x in (0 : ℝ)..t, z (max x 0)) =
      (z 0 * Real.cosh (k * 0 + c) - Real.sinh (k * 0 + c)) *
      Real.exp (k * ∫ x in (0 : ℝ)..0, z (max x 0)) := const_of_deriv_zero hd ht
  rw [h0, zero_mul] at hfin
  have := (mul_eq_zero.1 hfin).resolve_right (Real.exp_ne_zero _)
  rw [Real.tanh_eq_sinh_div_cosh, eq_div_iff (Real.cosh_pos _).ne']
  linarith

end

end DampedSwitching
```

The error:

```
Main.lean:22:53: error: Type mismatch
  le_max_right ?m.122 ?m.123
has type
  ?m.123 ≤ max ?m.122 ?m.123
but is expected to have type
  max u 0 ∈ Set.Ici 0
```

The error is in the proof of that continuity, `hcont`. `ContinuousOn.comp_continuous` is used here with the set `Set.Ici 0`, the reals that are at least 0, and its last argument must show that `max u 0` lies in this set for every `u`. The attempt gives `le_max_right _ _`, which proves an inequality of the form `b ≤ max a b`. This is the right fact, since membership in `Set.Ici 0` is by definition the inequality, and Lean can use one for the other: the line above passes `hx : x ∈ Set.Ici 0` to `hz`, which asks for `0 ≤ x`. There, however, every term is known. In `le_max_right _ _` the two numbers are left for Lean to find by matching `?b ≤ max ?a ?b` with the expected statement, which is written as a membership and shows no inequality until it is unfolded. The matching failed, and the message shows both numbers still unknown, as `?m.122` and `?m.123`.

The repair states the conversion explicitly. `Set.mem_Ici` says that membership in `Set.Ici` is equivalent to the inequality, and `.2` takes the direction from inequality to membership, so what remains to be proved is `0 ≤ max u 0`, which is exactly `le_max_right u 0`. Once the goal has this form, underscores could be filled in by direct matching, so writing out `u 0` only makes the term more explicit.

As a diff, the version that Lean accepts:

```diff
@@ -20,5 +20,5 @@
     ContinuousOn.comp_continuous (s := Set.Ici 0)
       (fun x hx => (hz x hx).continuousAt.continuousWithinAt)
-      (continuous_id.max continuous_const) (fun u => le_max_right _ _)
+      (continuous_id.max continuous_const) (fun u => Set.mem_Ici.2 (le_max_right u 0))
   -- z cosh - sinh, times an integrating factor, is constant
   have hd : ∀ u, 0 ≤ u → HasDerivAt (fun u =>
```
